# Upper limits on the mean number of rare events in a Poisson model: existence, uniqueness and coverage

## Counts, means and the level α

A first-principles trajectory of fixed length shows $n$ rare events, for example ion hops, where $n$ is small and may be zero. Let $\mu \ge 0$ be the unknown mean number of events in a trajectory of that length. The question is how large $\mu$ can be before a count as low as $n$ becomes improbable.

The count is modelled as Poisson distributed, which stands for events that occur independently and at a constant rate. The probability of exactly $k$ events is then

$$w_k(\mu) = e^{-\mu}\,\frac{\mu^k}{k!}.$$

```lean
import Mathlib

open Filter Topology Finset

namespace RareEventUpperLimit

noncomputable section

/-- The Poisson probability of observing exactly `k` events in a trajectory
when the mean number of events is `μ ≥ 0`. -/
def poissonWeight (k : ℕ) (μ : ℝ) : ℝ :=
  Real.exp (-μ) * μ ^ k / (k.factorial : ℝ)
```

In Lean this is `poissonWeight k μ`, with `k` a natural number and `μ` a real number. The formula is defined for negative `μ` too, but it is a probability only for $\mu \ge 0$. At $\mu = 0$ the convention $0^0 = 1$ gives $w_0(0) = 1$.

The probability of at most $n$ events is

$$F_n(\mu) = \sum_{k=0}^{n} w_k(\mu).$$

```lean
/-- The Poisson probability of observing at most `n` events
when the mean number of events is `μ ≥ 0`. -/
def poissonCDF (n : ℕ) (μ : ℝ) : ℝ :=
  ∑ k ∈ range (n + 1), poissonWeight k μ
```

The index set `range (n + 1)` is $0, 1, \dots, n$. A cumulative distribution function is usually read as a function of the count at fixed mean; here `poissonCDF n` is a function of the mean at fixed count.

For a level $\alpha$ between 0 and 1, the upper limit after $n$ events is the mean $\mu \ge 0$ with $F_n(\mu) = \alpha$. The corresponding one-sided confidence level is $1-\alpha$, so $\alpha = 1/20$ means 95 %. Dividing the limit by the trajectory length gives an upper limit on the event rate, provided that the Poisson model applies.

Two identities follow directly from the definition: $F_0(\mu) = e^{-\mu}$ and $F_{n+1}(\mu) = F_n(\mu) + w_{n+1}(\mu)$.

```lean
/-- The probability of observing no event at all is `exp (-μ)`. -/
theorem poissonCDF_zero (μ : ℝ) : poissonCDF 0 μ = Real.exp (-μ) := by
  simp [poissonCDF, poissonWeight]

/-- Allowing one more event adds the probability of exactly that count. -/
theorem poissonCDF_succ (n : ℕ) (μ : ℝ) :
    poissonCDF (n + 1) μ = poissonCDF n μ + poissonWeight (n + 1) μ := by
  unfold poissonCDF
  rw [Finset.sum_range_succ]
```

## The derivative is minus a single weight

For $n = 0$, $F_0' = -e^{-\mu} = -w_0$. For a higher count the product rule gives

$$w_{n+1}'(\mu) = e^{-\mu}\,\frac{(n+1)\mu^n}{(n+1)!} - e^{-\mu}\,\frac{\mu^{n+1}}{(n+1)!} = w_n(\mu) - w_{n+1}(\mu).$$

If $F_n' = -w_n$ is already known, then

$$F_{n+1}' = -w_n + (w_n - w_{n+1}) = -w_{n+1},$$

so by induction $F_n' = -w_n$ for every $n$.

```lean
/-- The probability of at most `n` events changes with the mean at a rate equal to
minus the probability of exactly `n` events. -/
theorem hasDerivAt_poissonCDF (n : ℕ) (μ : ℝ) :
    HasDerivAt (poissonCDF n) (-poissonWeight n μ) μ := by
  have he : HasDerivAt (fun x : ℝ => Real.exp (-x)) (-Real.exp (-μ)) μ :=
    ((hasDerivAt_neg μ).exp).congr_deriv (by ring)
  induction n with
  | zero =>
    have hf : poissonCDF 0 = fun x : ℝ => Real.exp (-x) := funext poissonCDF_zero
    rw [hf]
    exact he.congr_deriv (by simp [poissonWeight])
  | succ n ih =>
    -- each weight gains from the count below it and loses its own value
    have hw : HasDerivAt (fun x => poissonWeight (n + 1) x)
        (poissonWeight n μ - poissonWeight (n + 1) μ) μ := by
      refine ((he.fun_mul (hasDerivAt_pow (n + 1) μ)).div_const
        ((n + 1).factorial : ℝ)).congr_deriv ?_
      have hn : (n.factorial : ℝ) ≠ 0 := by positivity
      have hn1 : (n : ℝ) + 1 ≠ 0 := by positivity
      simp only [poissonWeight, Nat.factorial_succ, Nat.add_sub_cancel]
      push_cast
      field_simp
      ring
    have hf : poissonCDF (n + 1) = fun x => poissonCDF n x + poissonWeight (n + 1) x :=
      funext (poissonCDF_succ n)
    rw [hf]
    -- the sum telescopes
    exact (ih.fun_add hw).congr_deriv (by ring)
```

`HasDerivAt` states that the derivative exists and has the given value. In the proof, `he` is the derivative of $e^{-\mu}$ and `hw` is the formula for $w_{n+1}'$, where `field_simp` and `ring` cancel the factorials. The last line adds `hw` to the induction hypothesis `ih`.

## Strict decrease from one to zero

For $\mu > 0$ every factor of $w_n(\mu)$ is positive, so $F_n'(\mu) < 0$. At $\mu = 0$ the derivative vanishes when $n \ge 1$, but a continuous function with negative derivative in the interior of the half-line is strictly decreasing on all of it, endpoint included.

```lean
/-- On non-negative means, the probability of at most `n` events is strictly decreasing
in the mean. -/
theorem poissonCDF_strictAntiOn (n : ℕ) : StrictAntiOn (poissonCDF n) (Set.Ici 0) := by
  refine strictAntiOn_of_deriv_neg (convex_Ici 0)
    (fun x _ => (hasDerivAt_poissonCDF n x).continuousAt.continuousWithinAt) ?_
  intro x hx
  have hx0 : 0 < x := by simpa using hx
  rw [(hasDerivAt_poissonCDF n x).deriv]
  have hw : 0 < poissonWeight n x := by
    unfold poissonWeight
    positivity
  linarith
```

`StrictAntiOn (poissonCDF n) (Set.Ici 0)` says that $0 \le \mu < \nu$ implies $F_n(\nu) < F_n(\mu)$. The Mathlib lemma used here asks for continuity on the closed half-line and for the sign of the derivative only in its interior.

At $\mu = 0$ only the term $k = 0$ survives, so $F_n(0) = 1$. As $\mu \to \infty$, each $\mu^k e^{-\mu}$ tends to zero, and so does a sum of $n + 1$ such terms with constant coefficients.

```lean
/-- The probability of at most `n` events is one at zero mean and tends to zero
as the mean grows without bound. -/
theorem poissonCDF_limits (n : ℕ) :
    poissonCDF n 0 = 1 ∧ Tendsto (poissonCDF n) atTop (𝓝 0) := by
  constructor
  · induction n with
    | zero => rw [poissonCDF_zero]; simp
    | succ n ih => rw [poissonCDF_succ, ih]; simp [poissonWeight]
  · -- the exponential beats every power
    have h : ∀ k ∈ range (n + 1),
        Tendsto (fun x => poissonWeight k x) atTop (𝓝 0) := by
      intro k _
      have hk := (Real.tendsto_pow_mul_exp_neg_atTop_nhds_zero k).div_const
        (k.factorial : ℝ)
      rw [zero_div] at hk
      exact hk.congr (fun x => by unfold poissonWeight; ring)
    have hs := tendsto_finsetSum _ h
    rw [Finset.sum_const_zero] at hs
    exact hs
```

The first part goes by induction on $n$, adding one vanishing weight at a time. In the second part, `h` is the limit of each weight and `tendsto_finsetSum` adds the limits.

## One upper limit for each count and level

Let $0 < \alpha < 1$. Since $F_n \to 0$, there is an $M \ge 0$ with $F_n(M) < \alpha$, while $F_n(0) = 1 > \alpha$. By the intermediate value theorem $F_n$ takes the value $\alpha$ somewhere on $[0, M]$. Two different non-negative means cannot share this value, because $F_n$ is strictly decreasing.

```lean
/-- For every observed count `n` and every `α` strictly between 0 and 1 there is exactly one
non-negative mean, the upper limit, at which at most `n` events occur with probability `α`. -/
theorem existsUnique_upperLimit (n : ℕ) {α : ℝ} (h0 : 0 < α) (h1 : α < 1) :
    ∃! μ : ℝ, 0 ≤ μ ∧ poissonCDF n μ = α := by
  obtain ⟨hz, ht⟩ := poissonCDF_limits n
  -- far out the probability has dropped below `α`
  obtain ⟨M, hM, hM0⟩ :=
    ((ht.eventually_lt_const h0).and (eventually_ge_atTop (0 : ℝ))).exists
  have hc : ContinuousOn (poissonCDF n) (Set.Icc 0 M) :=
    fun x _ => (hasDerivAt_poissonCDF n x).continuousAt.continuousWithinAt
  obtain ⟨μ, hμ, h⟩ := intermediate_value_Icc' hM0 hc ⟨hM.le, by rw [hz]; exact h1.le⟩
  refine ⟨μ, ⟨hμ.1, h⟩, ?_⟩
  intro y hy
  exact (poissonCDF_strictAntiOn n).injOn hy.1 hμ.1 (hy.2.trans h.symm)
```

The symbol `∃!` means that exactly one such `μ` exists. The condition `0 ≤ μ` is part of the statement, so uniqueness is claimed among non-negative means. The primed lemma `intermediate_value_Icc'` is the version for a function that is larger at the left end, and `injOn` turns strict decrease into uniqueness.

## One more event raises the limit

Let $\mu$ be the limit after $n$ events and $\nu$ the limit after $n+1$, both at the same $\alpha < 1$. Then $\mu > 0$, because $F_n(0) = 1 \ne \alpha$. Hence

$$F_{n+1}(\mu) = \alpha + w_{n+1}(\mu) > \alpha = F_{n+1}(\nu),$$

and since $F_{n+1}$ decreases, $\mu < \nu$.

```lean
/-- At fixed `α < 1`, observing one more event strictly raises the upper limit. -/
theorem upperLimit_lt_succ (n : ℕ) {α μ ν : ℝ} (h1 : α < 1) (hμ : 0 ≤ μ) (hν : 0 ≤ ν)
    (hn : poissonCDF n μ = α) (hs : poissonCDF (n + 1) ν = α) : μ < ν := by
  have hpos : 0 < μ := by
    rcases hμ.eq_or_lt with h | h
    · rw [← h, (poissonCDF_limits n).1] at hn
      linarith
    · exact h
  have hw : 0 < poissonWeight (n + 1) μ := by
    unfold poissonWeight
    positivity
  by_contra hle
  have hanti := (poissonCDF_strictAntiOn (n + 1)).antitoneOn hν hμ (not_lt.mp hle)
  rw [poissonCDF_succ n μ] at hanti
  linarith
```

The proof assumes $\nu \le \mu$ in `hle`; monotonicity then gives $F_{n+1}(\mu) \le \alpha$, which contradicts the positive weight `hw`.

## How often the limit misses the true mean

Now let $\nu$ be the true mean and let $U_k$ be the limit quoted after $k$ events. The limit misses when $U_k < \nu$. Take a finite, non-empty set $s$ of counts that miss, with largest element $m$. All elements of $s$ lie in $\{0, \dots, m\}$, and $U_m < \nu$, so

$$\sum_{k \in s} w_k(\nu) \le F_m(\nu) \le F_m(U_m) = \alpha.$$

For empty $s$ the sum is zero, and $\alpha = F_0(U_0) = e^{-U_0}$ is positive.

```lean
/-- Coverage: let `U k` be the upper limit quoted at level `α` after `k` events. If the true
mean is `ν`, any finite set of counts whose upper limits fall below `ν` has total
probability at most `α`. -/
theorem upperLimit_coverage {α ν : ℝ} (U : ℕ → ℝ) (hU : ∀ k, 0 ≤ U k)
    (hα : ∀ k, poissonCDF k (U k) = α) (s : Finset ℕ) (hs : ∀ k ∈ s, U k < ν) :
    ∑ k ∈ s, poissonWeight k ν ≤ α := by
  rcases s.eq_empty_or_nonempty with rfl | hne
  · rw [Finset.sum_empty, ← hα 0, poissonCDF_zero]
    exact (Real.exp_pos _).le
  · -- the largest count that misses the true mean controls all the others
    have hm := hs _ (s.max'_mem hne)
    have hν : 0 ≤ ν := (hU _).trans hm.le
    have hsub : s ⊆ range (s.max' hne + 1) := fun k hk =>
      Finset.mem_range.mpr (Nat.lt_succ_of_le (s.le_max' k hk))
    calc ∑ k ∈ s, poissonWeight k ν
        ≤ poissonCDF (s.max' hne) ν :=
          Finset.sum_le_sum_of_subset_of_nonneg hsub (fun k _ _ => by
            unfold poissonWeight
            positivity)
      _ ≤ poissonCDF (s.max' hne) (U (s.max' hne)) :=
          (poissonCDF_strictAntiOn _).antitoneOn (hU _) hν hm.le
      _ = α := hα _
```

The function `U` is any rule that satisfies the defining equation for every count; for $0 < \alpha < 1$ the uniqueness theorem says that there is exactly one with non-negative values. The `calc` block is the displayed chain, with `s.max' hne` for $m$. The theorem treats finite sets; as the weights are non-negative, the same bound carries over to the set of all missing counts by taking the supremum of finite sums.

## No events: the rule of three

For $n = 0$ the equation $e^{-\mu} = \alpha$ is solved by $\mu = -\log\alpha$, with the natural logarithm.

```lean
/-- For `α > 0` the equation `poissonCDF 0 μ = α` has the single real solution `μ = -log α`. If also
`α < 1`, this is the upper limit at level `α` when no event was observed. -/
theorem upperLimit_no_events {α μ : ℝ} (h0 : 0 < α) :
    poissonCDF 0 μ = α ↔ μ = -Real.log α := by
  rw [poissonCDF_zero]
  constructor
  · intro h
    rw [← h, Real.log_exp, neg_neg]
  · intro h
    rw [h, neg_neg, Real.exp_log h0]
```

At $\alpha = 1/20$ this is $\log 20$. Since $e > 2.718$ and $2.718^3 \approx 20.08 > 20$, we have $e^3 > 20$ and therefore $\log 20 < 3$.

```lean
/-- Rule of three: if no event was observed, the upper limit at level `1/20` is `log 20`,
which is below 3. -/
theorem rule_of_three (μ : ℝ) :
    (poissonCDF 0 μ = 1 / 20 ↔ μ = Real.log 20) ∧ Real.log 20 < 3 := by
  constructor
  · rw [upperLimit_no_events (by norm_num), one_div, Real.log_inv, neg_neg]
  · have he : Real.exp 3 = Real.exp 1 ^ 3 := by
      rw [← Real.exp_nat_mul]
      norm_num
    rw [Real.log_lt_iff_lt_exp (by norm_num), he]
    calc (20 : ℝ) < 2.718 ^ 3 := by norm_num
      _ < Real.exp 1 ^ 3 :=
        pow_lt_pow_left₀ (by linarith [Real.exp_one_gt_d9]) (by norm_num) (by norm_num)

end

end RareEventUpperLimit
```

```lean
#print axioms RareEventUpperLimit.existsUnique_upperLimit
-- 'RareEventUpperLimit.existsUnique_upperLimit' depends on axioms: [propext, Classical.choice, Quot.sound]
#print axioms RareEventUpperLimit.upperLimit_lt_succ
-- 'RareEventUpperLimit.upperLimit_lt_succ' depends on axioms: [propext, Classical.choice, Quot.sound]
#print axioms RareEventUpperLimit.upperLimit_coverage
-- 'RareEventUpperLimit.upperLimit_coverage' depends on axioms: [propext, Classical.choice, Quot.sound]
#print axioms RareEventUpperLimit.rule_of_three
-- 'RareEventUpperLimit.rule_of_three' depends on axioms: [propext, Classical.choice, Quot.sound]
```

The first half of `rule_of_three` is an equivalence, so $\log 20$ is the only solution. Quoting 3 in place of $\log 20$ is slightly conservative.

## A trajectory of 50 ps

Suppose that a 50 ps trajectory shows no hop. At $\alpha = 1/20$ the limit is $\log 20 \approx 2.996$, so the upper limit on the hop rate, at 95 % confidence, is about $0.060\ \mathrm{ps}^{-1}$. This is the total rate for all ions whose hops are counted, not the rate per ion.

If one hop is seen instead, the equation is $(1+\mu)e^{-\mu} = 0.05$. The left side is about $0.0518$ at $\mu = 4.7$ and $0.0477$ at $\mu = 4.8$; interpolation gives $\mu \approx 4.74$, or a rate of about $0.095\ \mathrm{ps}^{-1}$. The limit has risen, as it must.

For coverage, let the true mean be 4. Only the count 0 has a limit below 4, and it occurs with probability $e^{-4} \approx 0.018$, which is less than $0.05$.

These figures rest on the step from trajectory to model, namely that the counted hops really are Poisson distributed. An ion that hops and returns at once, counted as two events, violates the independence behind that assumption.
